# The k-th Chebyshev polynomial has degree at most k

The polynomials here have real coefficients and are defined by T₀ = 1, T₁ = X and Tₖ₊₂ = 2X·Tₖ₊₁ − Tₖ; the theorem says that Tₖ has degree at most k, for every natural number k. Read physically, if a Hamiltonian matrix is put in place of X, no power of it above the k-th is needed, though the statement itself is pure algebra and contains no Hamiltonian or state. The proof goes by recursion on k, with `simp` settling the cases 0 and 1. In the recursive step it bounds the degree of 2X by 1, then bounds the degree of the product by the sum of the degrees and that of the difference by the larger of the two, and leaves the remaining arithmetic to `omega`.

The first attempt, which Lean rejects:

```lean
import Mathlib

open Polynomial

namespace ConjugateGradientBound

noncomputable section

/-- The Chebyshev polynomials of the first kind, by their three-term recurrence. -/
def cheb : ℕ → ℝ[X]
  | 0 => 1
  | 1 => X
  | k + 2 => C 2 * X * cheb (k + 1) - cheb k

/-- The `k`-th Chebyshev polynomial has degree at most `k`. -/
theorem cheb_natDegree : ∀ k, (cheb k).natDegree ≤ k
  | 0 => by simp [cheb]
  | 1 => by simp [cheb]
  | k + 2 => by
    have h1 := cheb_natDegree (k + 1)
    have h0 := cheb_natDegree k
    have h2 : (C 2 * X : ℝ[X]).natDegree ≤ 1 := natDegree_C_mul_X_le 2
    rw [cheb]
    refine (natDegree_sub_le _ _).trans (max_le (natDegree_mul_le.trans ?_) ?_) <;> omega

end

end ConjugateGradientBound
```

The compiler's answer:

```
Main.lean:22:48: error(lean.unknownIdentifier): Unknown identifier `natDegree_C_mul_X_le`
```

The message says that Lean found no declaration called `natDegree_C_mul_X_le`, even with the `Polynomial` namespace open. The term meant to prove `h2` therefore referred to nothing. The inequality itself is true: 2X has degree exactly 1, so its degree is at most 1.

The repair gets the inequality from a lemma that does exist, `natDegree_C_mul_X`. This gives an equality, that a constant times `X` has degree 1, and it requires the constant to be nonzero, since with a zero constant the product would be the zero polynomial. `two_ne_zero` supplies that condition, and `(2 : ℝ)` fixes the constant as a real number. The final `.le` turns the equality into the "at most" that `h2` asks for. The statement of `h2` and the rest of the proof are unchanged.

The mended proof, as a diff:

```diff
@@ -20,5 +20,5 @@
     have h1 := cheb_natDegree (k + 1)
     have h0 := cheb_natDegree k
-    have h2 : (C 2 * X : ℝ[X]).natDegree ≤ 1 := natDegree_C_mul_X_le 2
+    have h2 : (C 2 * X : ℝ[X]).natDegree ≤ 1 := (natDegree_C_mul_X (2 : ℝ) two_ne_zero).le
     rw [cheb]
     refine (natDegree_sub_le _ _).trans (max_le (natDegree_mul_le.trans ?_) ?_) <;> omega
```
